# Coupling coefficients of complex, Racah-normalised dipole moments along z: −2 for m = 0, −1 for m = ±1

In atomic units, the electrostatic interaction of two non-overlapping charge distributions, the second displaced from the first by R along +z, can be expanded in products of their multipole moments. Here Q_{l,m} is the complex moment Σ q r^l C_{l,m}, taken about each distribution's own centre with parallel axes, where C_{l,m} = √(4π/(2l+1)) Y_{l,m} is a Racah-normalised spherical harmonic with the Condon–Shortley phase. In this convention `coupling l L m` is the coefficient of Q_{l,m} Q_{L,−m} / R^(l+L+1), the first moment belonging to the first distribution and the second to the second. The file takes the general formula for this coefficient, a signed factorial over the square root of a product of factorials, as a definition and does not derive it from Coulomb's law. The theorem evaluates it for two dipoles, l = L = 1, and states that it is −2 for m = 0 and −1 for m = 1 and m = −1. The attempt first proves that √4 = 2, then splits the statement into its three equations and gives each to `norm_num` with the definitions to unfold.

Lean 4 with Mathlib refuses this proof:

```lean
import Mathlib

open Finset

namespace AxialMultipoleDispersion

noncomputable section

/-- The factorial of a nonnegative integer, as a real number. -/
def fac (k : ℤ) : ℝ := (k.toNat.factorial : ℝ)

/-- The coefficient of `Q_{l,m} Q_{L,-m} / R^(l+L+1)` in the electrostatic interaction of
two charge distributions separated along the z axis. -/
def coupling (l L : ℕ) (m : ℤ) : ℝ :=
  (-1) ^ L * ((l + L).factorial : ℝ) /
    √(fac (l + m) * fac (l - m) * fac (L + m) * fac (L - m))

/-- The dipole-dipole couplings are `-2` for `m = 0` and `-1` for `m = 1` and `m = -1`. -/
theorem dipole_couplings :
    coupling 1 1 0 = -2 ∧ coupling 1 1 1 = -1 ∧ coupling 1 1 (-1) = -1 := by
  have h : √(4 : ℝ) = 2 := by
    rw [show (4 : ℝ) = 2 ^ 2 by norm_num]
    exact Real.sqrt_sq (by norm_num)
  refine ⟨?_, ?_, ?_⟩ <;> norm_num [coupling, fac, Nat.factorial, h]

end

end AxialMultipoleDispersion
```

Compiling this gives:

```
Main.lean:20:74: error: unsolved goals
case refine_2
h : √4 = 2
⊢ -2 / ↑(Int.toNat 2).factorial = -1

case refine_3
h : √4 = 2
⊢ -2 / ↑(Int.toNat 2).factorial = -1
```

Diagnosis. The error covers the cases m = 1 and m = −1; the case m = 0 went through. Both leftover goals are true, since `Int.toNat 2` is 2 and 2! is 2, but `norm_num` did not reduce `Int.toNat 2` to the numeral 2, so the factorial was never evaluated. The square root had already been simplified away, because the product under it was that unevaluated factorial times itself, leaving no `√4` for `h` to rewrite.

The repair computes the factorials first. `hf` turns a natural-number value of `k.toNat.factorial` into a value of `fac k`, and `rfl` supplies that value by computation. The facts `p2`, `p0`, `n0` and `n2` are stated for the arguments exactly as they appear when `coupling` is unfolded, so `rw` can use them. The product under the root becomes 4, `h` turns its root into 2, and `norm_num` finishes the arithmetic. Dropping `h` from the m = 0 case is mere tidying.

As a diff, the version that Lean accepts:

```diff
@@ -22,5 +22,16 @@
     rw [show (4 : ℝ) = 2 ^ 2 by norm_num]
     exact Real.sqrt_sq (by norm_num)
-  refine ⟨?_, ?_, ?_⟩ <;> norm_num [coupling, fac, Nat.factorial, h]
+  have hf : ∀ (k : ℤ) (n : ℕ), k.toNat.factorial = n → fac k = (n : ℝ) :=
+    fun k n hk => by rw [fac, hk]
+  have p2 : fac (((1 : ℕ) : ℤ) + 1) = 2 := (hf _ 2 rfl).trans (by norm_num)
+  have p0 : fac (((1 : ℕ) : ℤ) - 1) = 1 := (hf _ 1 rfl).trans (by norm_num)
+  have n0 : fac (((1 : ℕ) : ℤ) + -1) = 1 := (hf _ 1 rfl).trans (by norm_num)
+  have n2 : fac (((1 : ℕ) : ℤ) - -1) = 2 := (hf _ 2 rfl).trans (by norm_num)
+  refine ⟨?_, ?_, ?_⟩
+  · norm_num [coupling, fac, Nat.factorial]
+  · rw [coupling, p2, p0, show (2 : ℝ) * 1 * 2 * 1 = 4 by norm_num, h]
+    norm_num [Nat.factorial]
+  · rw [coupling, n0, n2, show (1 : ℝ) * 2 * 1 * 2 = 4 by norm_num, h]
+    norm_num [Nat.factorial]
 
 end
```
